# Under Mulliken's approximation, Löwdin differential overlaps have no first-order term in the overlap

## Neglecting products that are of first order

The Pariser–Parr–Pople (PPP) model of a π system drops every electron repulsion integral that contains a product $\chi_i\chi_j$ of two different orbitals. If the $\chi_i$ are atomic orbitals, this is inconsistent. Neighbouring orbitals overlap, and the dropped integrals that contain only one such product are in general of first order in that overlap. Setting the overlap matrix to the unit matrix at the same time discards further first-order terms.

The neglect looks better if the model's orbitals are read as Löwdin's symmetrically orthogonalised orbitals. Within Mulliken's approximation for the products, the first-order terms then cancel.

## Overlaps, densities and Löwdin's orbitals

Take real, normalised atomic orbitals $\chi_i$, one per atom, with overlap matrix $S$. At a fixed point in space let $\rho_i=\chi_i^2$, and let $d$ be the diagonal matrix of the $\rho_i$. The product $\chi_i\chi_j$ is called a differential overlap. Mulliken's approximation replaces it by

$$M_{ij}=\tfrac12 S_{ij}(\rho_i+\rho_j),\qquad\text{that is}\qquad M=\tfrac12(Sd+dS).$$

It shares the overlap density equally between the two atoms. The total charge $S_{ij}$ comes out right, but its distribution in space does not in general.

Löwdin's orbitals are $\phi_i=\sum_k\chi_k(S^{-1/2})_{ki}$, so their differential overlaps are the entries of $S^{-1/2}MS^{-1/2}$ in this approximation. To count orders, write $S=1+tD$, where $D$ holds the overlaps between different atoms and $t$ is a bookkeeping parameter with $t^3=0$. The binomial series then stops:

$$T=1-\tfrac12 tD+\tfrac38t^2D^2 .$$

## The second-order formula and its reading in Lean

With $[a,b]=ab-ba$, the two main statements are

$$TST=1,\qquad TMT=d+\tfrac{t^2}{8}[D,[D,d]].$$

The first, `invSqrt_overlap_invSqrt`, says that the transformed orbitals are orthonormal through second order. The second, `loewdin_eq`, says that their differential overlaps are the bare atomic densities plus a correction of second order.

Both hold in any ring `A` that is an algebra over the rationals. The elements `D` and `d` are arbitrary and need not commute. The hypothesis `hc` says that `t` commutes with everything, as a number multiplying a matrix does, and `ht` is the truncation $t^3=0$. The definitions `overlap`, `invSqrt`, `mulliken` and `loewdin` stand for $S$, $T$, $M$ and $TMT$.

For matrices, `n` is a finite set of orbitals and the entries lie in a commutative ring `K`. Over the real numbers $t^3=0$ would force $t=0$, so `K` has to contain a genuine order parameter, as polynomials in $t$ cut off after $t^2$ do. `loewdin_eq_witness` supplies such a parameter, `tau`, with $\tau^3=0$ and $\tau^2\neq0$, and shows that it satisfies `hc` and `ht` as a scalar $2\times2$ matrix.

Mulliken's approximation is assumed throughout. Its error, transformed by $T$ on both sides, would have to be added to obtain the true products $\phi_i\phi_j$, and it can bring first-order terms back. The truncated formula also gives no bound on the higher orders at a finite overlap.

## Collecting the orders

Put $X=tD$. Any product with three factors $X$ vanishes, wherever $d$ stands in it, because the three factors $t$ can be moved to the front. For the orthonormality, everything commutes:

$$T^2=1-X+\left(\tfrac14+\tfrac34\right)X^2=1-X+X^2,\qquad TST=(1+X)(1-X+X^2)=1+X^3=1.$$

For the differential overlaps, start from $M=d+\tfrac12(Xd+dX)$. The zeroth order of $TMT$ is $d$. The first order is

$$\tfrac12(Xd+dX)-\tfrac12Xd-\tfrac12dX=0 .$$

The second order has one part from $d$ and one from the first-order part of $M$:

$$\tfrac38X^2d+\tfrac14XdX+\tfrac38dX^2-\tfrac14X(Xd+dX)-\tfrac14(Xd+dX)X=\tfrac18\left(X^2d-2XdX+dX^2\right).$$

The bracket is $[X,[X,d]]=t^2[D,[D,d]]$, which gives the formula.

## The same cancellation without a series

Let $R$ be invertible with $S=R^2$; Löwdin's choice is the positive square root. Then

$$M=\tfrac12(R^2d+dR^2)=RdR+\tfrac12[R,[R,d]],$$

and multiplying by $R^{-1}$ on both sides gives

$$R^{-1}MR^{-1}=d+\tfrac12R^{-1}[R,[R,d]]R^{-1}.$$

This is `loewdin_exact`, which has no order parameter. It takes $R$ as given and does not construct the square root. The unit matrix drops out of the commutators, so the double commutator contains only the deviation of $R$ from 1, and contains it twice. For Löwdin's choice this deviation is of first order in the overlap, so the correction is of second order.

## Entries, and the two sublattices of an alternant system

For diagonal $d$, the products $D^2d$, $dD^2$ and $DdD$ contribute $\rho_j$, $\rho_i$ and $\rho_k$ for each intermediate atom $k$:

$$[D,[D,d]]_{ij}=\sum_kD_{ik}D_{kj}(\rho_i+\rho_j-2\rho_k).$$

On the diagonal, with symmetric $D$, the density of $\phi_i$ is therefore $\rho_i+\tfrac{t^2}{4}\sum_kD_{ik}^2(\rho_i-\rho_k)$.

In an alternant system the atoms fall into two sublattices. Suppose that $D$ connects only opposite ones, and let $i$ and $j$ lie on opposite sublattices. Every $k$ then shares a sublattice with $i$ or with $j$, so $D_{ik}=0$ or $D_{kj}=0$, and each term of the sum vanishes. Since $d_{ij}=0$ as well, the differential overlap of $\phi_i$ and $\phi_j$ is zero through second order. This is `loewdin_alternant`, where `color` names the sublattice. Its hypothesis `hD` excludes the small overlaps between second neighbours that real molecules have.

Two different orbitals on the same sublattice in general keep a differential overlap of second order, through their common neighbours. For PPP calculations the results therefore support the neglect of differential overlap in a Löwdin basis through first order in the overlap, and, if overlaps within a sublattice are left out, through second order for pairs on opposite sublattices. Both statements reach only as far as Mulliken's approximation can be trusted.

## The complete file

```lean
import Mathlib

open Matrix

namespace LoewdinDifferentialOverlap

noncomputable section

variable {A : Type*} [Ring A] [Algebra ℚ A]

/-- The overlap matrix `S = 1 + tD` of normalised atomic orbitals; `t` counts orders. -/
def overlap (t D : A) : A := 1 + t * D

/-- The binomial series of `S^(-1/2)` through second order in `tD`. -/
def invSqrt (t D : A) : A :=
  1 - (1 / 2 : ℚ) • (t * D) + (3 / 8 : ℚ) • (t * D) ^ 2

/-- Mulliken's approximation `(Sd + dS)/2` to the matrix of differential overlaps,
where `d` holds the densities of the atomic orbitals. -/
def mulliken (S d : A) : A := (1 / 2 : ℚ) • (S * d + d * S)

/-- Mulliken's differential overlaps, transformed by the second-order series of `S^(-1/2)`. -/
def loewdin (t D d : A) : A :=
  invSqrt t D * mulliken (overlap t D) d * invSqrt t D

/-- The double commutator `[D, [D, d]]`. -/
def doubleComm {B : Type*} [Ring B] (D d : B) : B :=
  D * (D * d - d * D) - (D * d - d * D) * D

/-- For atomic densities `ρ`, Mulliken's matrix has the entries `S_ij (ρ_i + ρ_j) / 2`. -/
theorem mulliken_apply {n K : Type*} [Fintype n] [DecidableEq n] [CommRing K] [Algebra ℚ K]
    (S : Matrix n n K) (ρ : n → K) (i j : n) :
    mulliken S (diagonal ρ) i j = (1 / 2 : ℚ) • (S i j * (ρ i + ρ j)) := by
  simp only [mulliken, Matrix.smul_apply, Matrix.add_apply, Matrix.mul_diagonal,
    Matrix.diagonal_mul]
  congr 1
  ring

omit [Algebra ℚ A] in
/-- Two factors of a central `t` can be collected in front. -/
theorem order_two {t : A} (hc : ∀ a, a * t = t * a) (a b : A) :
    t * a * (t * b) = t ^ 2 * (a * b) := by
  calc t * a * (t * b) = t * (a * t) * b := by noncomm_ring
    _ = t * (t * a) * b := by rw [hc a]
    _ = t ^ 2 * (a * b) := by noncomm_ring

omit [Algebra ℚ A] in
/-- Products with three factors of a central `t` vanish when `t³ = 0`. -/
theorem order_three {t : A} (hc : ∀ a, a * t = t * a) (ht : t ^ 3 = 0) (a b c : A) :
    t * a * (t * b) * (t * c) = 0 := by
  calc t * a * (t * b) * (t * c) = t ^ 2 * ((a * b) * t) * c := by
        rw [order_two hc]; simp only [mul_assoc]
    _ = t ^ 2 * (t * (a * b)) * c := by rw [hc (a * b)]
    _ = t ^ 3 * (a * b * c) := by simp only [pow_succ, pow_zero, one_mul, mul_assoc]
    _ = 0 := by rw [ht, zero_mul]

/-- Löwdin's transformation orthonormalises the orbitals: `TST = 1` for central `t`
with `t³ = 0`. -/
theorem invSqrt_overlap_invSqrt {t : A} (hc : ∀ a, a * t = t * a) (ht : t ^ 3 = 0) (D : A) :
    invSqrt t D * overlap t D * invSqrt t D = 1 := by
  have h := order_three hc ht D D D
  unfold invSqrt overlap
  generalize t * D = X at h ⊢
  simp only [pow_two, mul_add, add_mul, mul_sub, sub_mul, smul_mul_assoc, mul_smul_comm,
    smul_add, smul_sub, smul_smul, mul_one, one_mul, ← mul_assoc, h, zero_mul, smul_zero]
  module

/-- Under Mulliken's approximation the Löwdin differential overlaps are
`d + (t²/8)[D, [D, d]]` for central `t` with `t³ = 0`: there is no term of first order. -/
theorem loewdin_eq {t : A} (hc : ∀ a, a * t = t * a) (ht : t ^ 3 = 0) (D d : A) :
    loewdin t D d = d + (1 / 8 : ℚ) • (t ^ 2 * doubleComm D d) := by
  -- the double commutator, written in words with two factors `tD`
  have e1 : t * D * (t * D) * d = t ^ 2 * (D * D * d) := by
    rw [order_two hc, mul_assoc]
  have e2 : t * D * d * (t * D) = t ^ 2 * (D * d * D) := by
    rw [mul_assoc t D d, order_two hc]
  have e3 : d * (t * D) * (t * D) = t ^ 2 * (d * D * D) := by
    rw [← mul_assoc d t D, hc d, mul_assoc t d D, order_two hc]
  have h2 : t ^ 2 * doubleComm D d = t * D * (t * D) * d - t * D * d * (t * D)
      - t * D * d * (t * D) + d * (t * D) * (t * D) := by
    rw [e1, e2, e3, ← mul_sub, ← mul_sub, ← mul_add]
    congr 1
    unfold doubleComm
    noncomm_ring
  -- words with three factors `tD` vanish, wherever `d` stands
  have z1 := order_three hc ht D D D
  have z2 : t * D * (t * D) * d * (t * D) = 0 := by
    rw [mul_assoc (t * D) (t * D) d, mul_assoc t D d]
    exact order_three hc ht D (D * d) D
  have z3 : t * D * d * (t * D) * (t * D) = 0 := by
    rw [mul_assoc t D d]
    exact order_three hc ht (D * d) D D
  have z4 : d * (t * D) * (t * D) * (t * D) = 0 := by
    rw [mul_assoc d, mul_assoc d, z1, mul_zero]
  rw [h2]
  unfold loewdin invSqrt mulliken overlap
  clear e1 e2 e3 h2
  generalize t * D = X at z1 z2 z3 z4 ⊢
  simp only [pow_two, mul_add, add_mul, mul_sub, sub_mul, smul_mul_assoc, mul_smul_comm,
    smul_add, smul_sub, smul_smul, mul_one, one_mul, ← mul_assoc, z1, z2, z3, z4,
    zero_mul, smul_zero]
  module

/-- To all orders: if `S = R²` with `R` invertible, Mulliken's differential overlaps
transformed by `R⁻¹` are `d + R⁻¹ [R, [R, d]] R⁻¹ / 2`. -/
theorem loewdin_exact (R : Aˣ) (d : A) :
    (↑R⁻¹ : A) * mulliken ((R : A) * R) d * ↑R⁻¹
      = d + (1 / 2 : ℚ) • ((↑R⁻¹ : A) * doubleComm (R : A) d * ↑R⁻¹) := by
  have h : mulliken ((R : A) * R) d = R * d * R + (1 / 2 : ℚ) • doubleComm (R : A) d := by
    simp only [mulliken, doubleComm, mul_sub, sub_mul, ← mul_assoc]
    module
  rw [h, mul_add, add_mul, mul_smul_comm, smul_mul_assoc]
  congr 1
  simp [mul_assoc]

/-- For atomic densities `ρ`, the double commutator has the entries
`∑ k, D_ik D_kj (ρ_i + ρ_j - 2 ρ_k)`. -/
theorem doubleComm_apply {n K : Type*} [Fintype n] [DecidableEq n] [CommRing K]
    (D : Matrix n n K) (ρ : n → K) (i j : n) :
    doubleComm D (diagonal ρ) i j = ∑ k, D i k * D k j * (ρ i + ρ j - 2 * ρ k) := by
  rw [doubleComm, Matrix.sub_apply, Matrix.mul_apply, Matrix.mul_apply,
    ← Finset.sum_sub_distrib]
  refine Finset.sum_congr rfl fun k _ => ?_
  simp only [Matrix.sub_apply, Matrix.mul_diagonal, Matrix.diagonal_mul]
  ring

/-- A scalar matrix `t` with `t³ = 0` is central and has vanishing cube. -/
theorem scalar_central {n K : Type*} [Fintype n] [DecidableEq n] [CommRing K]
    {t : K} (ht : t ^ 3 = 0) :
    (∀ a : Matrix n n K, a * diagonal (fun _ => t) = diagonal (fun _ => t) * a) ∧
      (diagonal (fun _ => t) : Matrix n n K) ^ 3 = 0 := by
  constructor
  · intro a
    ext i j
    rw [Matrix.mul_diagonal, Matrix.diagonal_mul, mul_comm]
  · have h : (fun _ : n => t) ^ 3 = 0 := by
      funext i
      exact ht
    rw [Matrix.diagonal_pow, h]
    exact Matrix.diagonal_zero

/-- If `D` only connects opposite sublattices and `t³ = 0`, the Löwdin differential overlap
of two orbitals on opposite sublattices vanishes in Mulliken's approximation. -/
theorem loewdin_alternant {n K : Type*} [Fintype n] [DecidableEq n] [CommRing K] [Algebra ℚ K]
    {t : K} (ht : t ^ 3 = 0) (D : Matrix n n K) (ρ : n → K) (color : n → Bool)
    (hD : ∀ i j, color i = color j → D i j = 0) {i j : n} (hij : color i ≠ color j) :
    loewdin (diagonal fun _ => t) D (diagonal ρ) i j = 0 := by
  have hne : i ≠ j := fun h => hij (by rw [h])
  -- every intermediate atom shares its sublattice with one of the two ends
  have hs : doubleComm D (diagonal ρ) i j = 0 := by
    rw [doubleComm_apply]
    refine Finset.sum_eq_zero fun k _ => ?_
    by_cases h : color i = color k
    · rw [hD i k h, zero_mul, zero_mul]
    · have hk : color k = color j := by
        revert h hij
        cases color i <;> cases color k <;> cases color j <;> simp
      rw [hD k j hk, mul_zero, zero_mul]
  rw [loewdin_eq (scalar_central ht).1 (scalar_central ht).2, Matrix.add_apply,
    Matrix.smul_apply, Matrix.diagonal_apply_ne _ hne, pow_two, mul_assoc,
    Matrix.diagonal_mul, Matrix.diagonal_mul, hs]
  simp

/-- The class of `X` in `ℚ[X]/(X³)`, the rational polynomials cut off after second order. -/
def tau : AdjoinRoot (Polynomial.X ^ 3 : Polynomial ℚ) :=
  AdjoinRoot.root (Polynomial.X ^ 3 : Polynomial ℚ)

/-- The scalar `tau` has vanishing cube but nonzero square, and it is central as a scalar
2 × 2 matrix with vanishing cube. -/
theorem loewdin_eq_witness :
    tau ^ 3 = 0 ∧ tau ^ 2 ≠ 0 ∧
      (∀ a : Matrix (Fin 2) (Fin 2) (AdjoinRoot (Polynomial.X ^ 3 : Polynomial ℚ)),
        a * diagonal (fun _ => tau) = diagonal (fun _ => tau) * a) ∧
      (diagonal (fun _ => tau) :
        Matrix (Fin 2) (Fin 2) (AdjoinRoot (Polynomial.X ^ 3 : Polynomial ℚ))) ^ 3 = 0 := by
  have h3 : tau ^ 3 = 0 := by
    unfold tau
    rw [← AdjoinRoot.mk_X, ← map_pow]
    exact AdjoinRoot.mk_self
  refine ⟨h3, ?_, (scalar_central h3).1, (scalar_central h3).2⟩
  -- `X³` does not divide `X²`, whose coefficient of second order is 1
  intro h
  unfold tau at h
  rw [← AdjoinRoot.mk_X, ← map_pow, AdjoinRoot.mk_eq_zero] at h
  have h' := Polynomial.X_pow_dvd_iff.mp h 2 (by norm_num)
  simp [Polynomial.coeff_X_pow] at h'

end

end LoewdinDifferentialOverlap
```

```lean
#print axioms LoewdinDifferentialOverlap.invSqrt_overlap_invSqrt
#print axioms LoewdinDifferentialOverlap.loewdin_eq
#print axioms LoewdinDifferentialOverlap.loewdin_exact
#print axioms LoewdinDifferentialOverlap.loewdin_alternant
```

```
'LoewdinDifferentialOverlap.invSqrt_overlap_invSqrt' depends on axioms: [propext, Classical.choice, Quot.sound]
'LoewdinDifferentialOverlap.loewdin_eq' depends on axioms: [propext, Classical.choice, Quot.sound]
'LoewdinDifferentialOverlap.loewdin_exact' depends on axioms: [propext, Classical.choice, Quot.sound]
'LoewdinDifferentialOverlap.loewdin_alternant' depends on axioms: [propext, Classical.choice, Quot.sound]
```

## From moving $t$ to comparing coefficients

`order_two` moves two factors of `t` to the front, and `order_three` uses it to show that a product with three such factors is zero. Its arguments `a`, `b`, `c` are arbitrary, so $d$ can be absorbed into one of them.

In `invSqrt_overlap_invSqrt`, `generalize` replaces `t * D` by a single letter `X`, keeping only the fact that its cube vanishes. The `simp only` call multiplies out and removes the words with three or more factors. The tactic `module` then checks that the rational coefficients of the remaining words agree.

`loewdin_eq` follows the same course, with more preparation because $d$ does not commute with $X$. The equations `e1`, `e2` and `e3` lead to `h2`, which writes $t^2[D,[D,d]]$ as $X^2d-2XdX+dX^2$. This has to happen before `D` disappears into `X`. The facts `z1` to `z4` remove the cubic words for the different positions of $d$. The final `module` carries out the sums $\tfrac38-\tfrac14=\tfrac18$ and $\tfrac14-\tfrac12=-\tfrac14$, together with the cancellation at first order.

In `loewdin_exact`, the auxiliary statement `h` is the splitting of $M$ into $RdR$ and half the double commutator; the last `simp` cancels $R$ against its inverse.

`mulliken_apply` and `doubleComm_apply` compute matrix entries, the latter by combining two sums over `k` and comparing them term by term. `scalar_central` shows that a scalar matrix built from `t` satisfies `hc` and `ht`, so that `loewdin_eq` applies to matrices. `loewdin_alternant` uses it after a case distinction on whether `k` has the colour of `i`; if not, it has the colour of `j`, since there are only two. In `loewdin_eq_witness`, $\tau^2\neq0$ holds because $X^3$ does not divide $X^2$, where $X$ is now the polynomial variable.
